# The strongest absorption line of a thermal rigid linear rotor never starts below its most populated level

Compare the levels $J=0$ and $J=1$, and let $x=e^{-2b}$, where $b>0$ is the rotational constant divided by the thermal energy. The populations are in the ratio $p(1)/p(0)=3x$. The pure rotational electric-dipole absorption lines $1\to2$ and $0\to1$ have integrated intensities in the ratio

$$\frac{I(1)}{I(0)}=\frac{4x(1-x^2)}{1-x}=4x(1+x)>3x .$$

Going up one level thus favours the intensity more than the population. The same holds at every $J$, and this orders the two maxima.

```lean
import Mathlib

open Real

namespace RigidRotorPeaks

noncomputable section
```

## Populations and line intensities

A rigid linear rotor has level energies proportional to $J(J+1)$, so a single state of level $J$ has Boltzmann weight $w(J)=e^{-bJ(J+1)}$. In Lean, `b` is real and `J` is a natural number.

```lean
/-- Boltzmann weight of a single state of level `J`, where `b` is the rotational constant
divided by the thermal energy. -/
def boltz (b : ℝ) (J : ℕ) : ℝ := exp (-(b * (J * (J + 1))))
```

The degeneracy $2J+1$ gives the relative population $p(J)=(2J+1)\,w(J)$. The fractional population is $p(J)/\sum_K p(K)$, which has the same maximizers.

```lean
/-- Relative population of level `J`: degeneracy times Boltzmann weight. -/
def population (b : ℝ) (J : ℕ) : ℝ := (2 * J + 1) * boltz b J
```

For $J\to J+1$, the transition frequency and the line strength each contribute a factor $J+1$. Absorption minus stimulated emission gives the difference of weights:

$$I(J)=(J+1)^2\,[w(J)-w(J+1)].$$

This is a relative integrated intensity. The model has no centrifugal distortion and no nuclear-spin weights.

```lean
/-- Relative net absorption intensity of the line `J → J + 1`: a factor `J + 1` from the
frequency, one from the line strength, and the difference of the weights of a lower and an
upper state. -/
def intensity (b : ℝ) (J : ℕ) : ℝ := ((J : ℝ) + 1) ^ 2 * (boltz b J - boltz b (J + 1))
```

The ratio of intensity to population will be

$$g(J)=\frac{(J+1)^2}{2J+1}\left(1-e^{-2b(J+1)}\right).$$

```lean
/-- The factor by which the intensity of the line `J → J + 1` differs from the population
of level `J`. -/
def enhancement (b : ℝ) (J : ℕ) : ℝ :=
  ((J : ℝ) + 1) ^ 2 / (2 * J + 1) * (1 - exp (-(2 * b * (J + 1))))
```

A peak is a global maximizer over all levels; ties are allowed.

```lean
/-- `J` is a peak of `f` if no level has a larger value of `f`. -/
def IsPeak (f : ℕ → ℝ) (J : ℕ) : Prop := ∀ K, f K ≤ f J
```

## The intensity as an enhanced population

Every weight is positive.

```lean
lemma boltz_pos (b : ℝ) (J : ℕ) : 0 < boltz b J := exp_pos _
```

Since $(J+1)(J+2)=J(J+1)+2(J+1)$, we have $w(J+1)=w(J)\,e^{-2b(J+1)}$, and therefore

$$I(J)=(J+1)^2e^{-bJ(J+1)}\left(1-e^{-2b(J+1)}\right).$$

```lean
/-- The net intensity is the absorption from level `J` reduced by the
stimulated-emission factor. -/
theorem intensity_eq (b : ℝ) (J : ℕ) :
    intensity b J =
      ((J : ℝ) + 1) ^ 2 * exp (-(b * (J * (J + 1)))) * (1 - exp (-(2 * b * (J + 1)))) := by
  have h : boltz b (J + 1) = exp (-(b * (J * (J + 1)))) * exp (-(2 * b * (J + 1))) := by
    unfold boltz
    rw [← exp_add]
    congr 1
    push_cast
    ring
  rw [intensity, h, boltz]
  ring
```

Multiplying and dividing by $2J+1$ gives $I(J)=g(J)\,p(J)$. A program that has tabulated the populations obtains the relative line intensities by multiplying each population by $g(J)$.

```lean
/-- The intensity is the enhancement factor times the population. -/
theorem intensity_eq_enhancement_mul (b : ℝ) (J : ℕ) :
    intensity b J = enhancement b J * population b J := by
  have h : (2 * (J : ℝ) + 1) ≠ 0 := by positivity
  rw [intensity_eq, enhancement, population, boltz]
  field_simp
```

For $b>0$ the exponential in $g$ is below 1, so $g(J)>0$.

```lean
lemma enhancement_pos {b : ℝ} (hb : 0 < b) (J : ℕ) : 0 < enhancement b J := by
  have h : exp (-(2 * b * ((J : ℝ) + 1))) < 1 :=
    Real.exp_lt_one_iff.mpr (neg_lt_zero.mpr (by positivity))
  exact mul_pos (by positivity) (by linarith)
```

Both factors of $g$ increase with $J$. The second does because its exponential decreases. For the first, cross-multiplication leaves

$$(J+2)^2(2J+1)-(J+1)^2(2J+3)=2J^2+4J+1>0 .$$

The lemma `mul_lt_mul''` combines the two inequalities.

```lean
/-- For `b > 0` the enhancement factor grows strictly with `J`. -/
theorem enhancement_strictMono {b : ℝ} (hb : 0 < b) : StrictMono (enhancement b) := by
  refine strictMono_nat_of_lt_succ fun J => ?_
  have h1 : exp (-(2 * b * ((J : ℝ) + 1))) < 1 :=
    Real.exp_lt_one_iff.mpr (neg_lt_zero.mpr (by positivity))
  have h2 : exp (-(2 * b * ((J : ℝ) + 1 + 1))) < exp (-(2 * b * ((J : ℝ) + 1))) :=
    exp_lt_exp.mpr (by nlinarith)
  have h3 : ((J : ℝ) + 1) ^ 2 / (2 * J + 1) < ((J : ℝ) + 1 + 1) ^ 2 / (2 * (J + 1) + 1) := by
    rw [div_lt_div_iff₀ (by positivity) (by positivity)]
    have : 0 < 2 * (J : ℝ) ^ 2 + 4 * J + 1 := by positivity
    nlinarith
  unfold enhancement
  push_cast
  exact mul_lt_mul'' h3 (by linarith) (by positivity) (by linarith)
```

## Ordering the peaks

Let $i$ be an intensity peak and $j$ a population peak, and suppose $i<j$. Then

$$I(i)=g(i)p(i)\le g(i)p(j)<g(j)p(j)=I(j),$$

which contradicts the choice of $i$. Hence $j\le i$. In a rigid-rotor simulation, the search for the strongest line can therefore start at the most populated level.

```lean
/-- For `b > 0` every peak `i` of the absorption intensity is at least as large as every
peak `j` of the population. -/
theorem population_peak_le_intensity_peak {b : ℝ} (hb : 0 < b) {i j : ℕ}
    (hi : IsPeak (intensity b) i) (hj : IsPeak (population b) j) : j ≤ i := by
  by_contra h
  have hr := enhancement_strictMono hb (not_le.mp h)
  have hp : 0 < population b j := mul_pos (by positivity) (boltz_pos b j)
  have hI := hi j
  rw [intensity_eq_enhancement_mul, intensity_eq_enhancement_mul] at hI
  -- level `i` has at most the population of the peak `j`, and a smaller enhancement
  have h1 := mul_le_mul_of_nonneg_left (hj i) (enhancement_pos hb i).le
  have h2 := mul_lt_mul_of_pos_right hr hp
  linarith
```

## Existence of both peaks

Suppose $f(0)>0$ and $f(J)\le 2(J+1)^2w(J)$. With $t=bK(K+1)$, the bound $e^t\ge t^2/2$ gives $w(K)\,t^2\le2$, so $f(K)(bK)^2\le4$. Choose $N>4/(b^2f(0))$. No level $K>N$ can then exceed $f(0)$, and the largest value among $0,\dots,N$ is a global maximum.

```lean
lemma exists_peak_of_le {b : ℝ} (hb : 0 < b) (f : ℕ → ℝ) (h0 : 0 < f 0)
    (hf : ∀ J : ℕ, f J ≤ 2 * (((J : ℝ) + 1) ^ 2 * boltz b J)) : ∃ j, IsPeak f j := by
  obtain ⟨N, hN⟩ := exists_nat_gt (4 / (b ^ 2 * f 0))
  rw [div_lt_iff₀ (by positivity)] at hN
  obtain ⟨j, -, hmax⟩ := Finset.exists_max_image (Finset.range (N + 1)) f ⟨0, by simp⟩
  refine ⟨j, fun K => ?_⟩
  by_cases hK : K < N + 1
  · exact hmax K (Finset.mem_range.mpr hK)
  refine le_trans ?_ (hmax 0 (by simp))
  by_contra hc
  have hc' : f 0 < f K := not_le.mp hc
  have hKN : (N : ℝ) + 1 ≤ K := by exact_mod_cast not_lt.mp hK
  have hN0 : (0 : ℝ) ≤ N := Nat.cast_nonneg N
  -- the exponential beats its quadratic Taylor term, so the tail is small
  have hx : 0 ≤ b * ((K : ℝ) * (K + 1)) := by positivity
  have hq := quadratic_le_exp_of_nonneg hx
  have he : boltz b K * exp (b * ((K : ℝ) * (K + 1))) = 1 := by
    rw [boltz, ← exp_add, neg_add_cancel, exp_zero]
  have hB : boltz b K * (b * ((K : ℝ) * (K + 1))) ^ 2 ≤ 2 := by
    have h := mul_le_mul_of_nonneg_left
      (show (b * ((K : ℝ) * (K + 1))) ^ 2 ≤ 2 * exp (b * ((K : ℝ) * (K + 1))) by linarith)
      (boltz_pos b K).le
    calc _ ≤ _ := h
      _ = 2 * (boltz b K * exp (b * ((K : ℝ) * (K + 1)))) := by ring
      _ = 2 := by rw [he, mul_one]
      _ ≤ 2 := le_refl _
  have h4 : f K * (b * K) ^ 2 ≤ 4 := by
    calc _ ≤ 2 * (((K : ℝ) + 1) ^ 2 * boltz b K) * (b * K) ^ 2 :=
          mul_le_mul_of_nonneg_right (hf K) (sq_nonneg _)
      _ = 2 * (boltz b K * (b * ((K : ℝ) * (K + 1))) ^ 2) := by ring
      _ ≤ 4 := by linarith
  have h5 : (N : ℝ) * (b ^ 2 * f 0) ≤ (K : ℝ) ^ 2 * (b ^ 2 * f K) :=
    mul_le_mul (by nlinarith) (mul_le_mul_of_nonneg_left hc'.le (by positivity))
      (by positivity) (by positivity)
  have h6 : (K : ℝ) ^ 2 * (b ^ 2 * f K) = f K * (b * K) ^ 2 := by ring
  linarith
```

Both $p$ and $I$ are positive at $J=0$, and both satisfy the bound, because $2J+1\le2(J+1)^2$ and $w(J+1)>0$. At $b=0$ existence fails: the population is $2J+1$, which has no maximum.

```lean
/-- For `b > 0` both the population and the absorption intensity have a peak. -/
theorem exists_peaks {b : ℝ} (hb : 0 < b) :
    (∃ j, IsPeak (population b) j) ∧ ∃ i, IsPeak (intensity b) i := by
  have hp : ∀ J, 0 < population b J := fun J => mul_pos (by positivity) (boltz_pos b J)
  constructor
  · refine exists_peak_of_le hb _ (hp 0) fun J => ?_
    have h : 0 < (2 * (J : ℝ) ^ 2 + 2 * J + 1) * boltz b J :=
      mul_pos (by positivity) (boltz_pos b J)
    unfold population
    linarith
  · refine exists_peak_of_le hb _ ?_ fun J => ?_
    · rw [intensity_eq_enhancement_mul]
      exact mul_pos (enhancement_pos hb 0) (hp 0)
    · have h1 : 0 < ((J : ℝ) + 1) ^ 2 * boltz b J := mul_pos (by positivity) (boltz_pos b J)
      have h2 : 0 < ((J : ℝ) + 1) ^ 2 * boltz b (J + 1) :=
        mul_pos (by positivity) (boltz_pos b (J + 1))
      unfold intensity
      linarith
```

## A range in which the inequality is strict

Let $y=e^{2b}$. Since $J\le J^2$, we have $w(J)\,y^J=e^{-b(J^2-J)}\le1$.

```lean
lemma boltz_mul_pow_le {b : ℝ} (hb : 0 < b) (J : ℕ) : boltz b J * exp (2 * b) ^ J ≤ 1 := by
  rw [← exp_nat_mul, boltz, ← exp_add]
  have h : (J : ℝ) ≤ J * J := by exact_mod_cast Nat.le_mul_self J
  exact exp_le_one_iff.mpr (by nlinarith [mul_le_mul_of_nonneg_left h hb.le])
```

Suppose $3<y<2+2\sqrt2$. For $J\ge1$, Bernoulli's inequality gives $2J+1\le3^J<y^J$, so $p(J)<1=p(0)$ and $j=0$. The upper bound on $y$ gives $y^2<4y+4$, that is, $1<4x+4x^2$, and so

$$I(1)-I(0)=(1-x)(4x+4x^2-1)>0 .$$

Thus $i\neq0$. At $y=4$, for example, levels 0 and 1 hold about 55% and 41% of the molecules, yet $I(1)/I(0)=5/4$. At $y=3$ strictness fails: levels 0 and 1 tie in population, and the intensity peaks at 1.

```lean
/-- If `3 < exp (2b) < 2 + 2√2`, every intensity peak lies strictly above every
population peak. -/
theorem population_peak_lt_intensity_peak {b : ℝ} (h3 : 3 < exp (2 * b))
    (hs : exp (2 * b) < 2 + 2 * √2) {i j : ℕ}
    (hi : IsPeak (intensity b) i) (hj : IsPeak (population b) j) : j < i := by
  have hb : 0 < b := by
    have := one_lt_exp_iff.mp (show 1 < exp (2 * b) by linarith)
    linarith
  -- the population peaks at the ground level
  have hj0 : j = 0 := by
    by_contra hne
    have h1 : 1 + (j : ℝ) * 2 ≤ (1 + 2) ^ j := one_add_mul_le_pow (by norm_num) j
    have h2 : (1 + 2 : ℝ) ^ j < exp (2 * b) ^ j :=
      pow_lt_pow_left₀ (by linarith) (by norm_num) hne
    have h4 := mul_lt_mul_of_pos_left (lt_of_le_of_lt h1 h2) (boltz_pos b j)
    have h5 := hj 0
    have h6 : population b 0 = 1 := by simp [population, boltz]
    rw [h6, population] at h5
    linarith [boltz_mul_pow_le hb j]
  -- the line from level 1 is stronger than the line from level 0
  have hi0 : i ≠ 0 := by
    rintro rfl
    have hI := hi 1
    set x := exp (-(2 * b)) with hxdef
    have hx0 : 0 < x := exp_pos _
    have hx1 : x < 1 := by
      rw [hxdef]
      exact Real.exp_lt_one_iff.mpr (by linarith)
    have hxy : x * exp (2 * b) = 1 := by rw [hxdef, ← exp_add, neg_add_cancel, exp_zero]
    have hb0 : boltz b 0 = 1 := by simp [boltz]
    have hb1 : boltz b 1 = x := by
      rw [boltz, hxdef]
      congr 1
      push_cast
      ring
    have hb2 : boltz b 2 = x ^ 3 := by
      rw [boltz, hxdef, ← exp_nat_mul]
      congr 1
      push_cast
      ring
    have hsq : √2 ^ 2 = 2 := sq_sqrt (by norm_num)
    have hy : exp (2 * b) ^ 2 < 4 * exp (2 * b) + 4 := by
      have := mul_pos (show 0 < 2 * √2 - (exp (2 * b) - 2) by linarith)
        (show 0 < 2 * √2 + (exp (2 * b) - 2) by linarith [sqrt_nonneg 2])
      nlinarith
    have hm := mul_lt_mul_of_pos_left hy (pow_pos hx0 2)
    have e1 : x ^ 2 * exp (2 * b) ^ 2 = 1 := by rw [← mul_pow, hxy, one_pow]
    have e2 : x ^ 2 * (4 * exp (2 * b) + 4) = 4 * x + 4 * x ^ 2 := by
      linear_combination 4 * x * hxy
    rw [e1, e2] at hm
    have hprod := mul_pos (sub_pos.mpr hx1) (sub_pos.mpr hm)
    simp only [intensity, zero_add, one_add_one_eq_two, hb0, hb1, hb2, Nat.cast_zero,
      Nat.cast_one] at hI
    nlinarith
  omega
```

For $y>8$ both peaks are at zero. Bernoulli's inequality gives $1-x^{J+1}\le(J+1)(1-x)$, and for $J\ge1$ we have $(J+1)^3\le8^J<y^J$. Hence

$$I(J)\le(J+1)^3w(J)(1-x)<1-x=I(0),$$

so $i=0$, and $j\le i$ gives $j=0$. The general inequality therefore cannot be made strict for all $b>0$.

```lean
/-- If `exp (2b) > 8`, every intensity peak and every population peak is at `J = 0`. -/
theorem peaks_eq_zero {b : ℝ} (h8 : 8 < exp (2 * b)) {i j : ℕ}
    (hi : IsPeak (intensity b) i) (hj : IsPeak (population b) j) : i = 0 ∧ j = 0 := by
  have hb : 0 < b := by
    have := one_lt_exp_iff.mp (show 1 < exp (2 * b) by linarith)
    linarith
  have hi0 : i = 0 := by
    by_contra hne
    have hx0 : 0 < exp (-(2 * b)) := exp_pos _
    have hx1 : exp (-(2 * b)) < 1 := Real.exp_lt_one_iff.mpr (by linarith)
    -- Bernoulli's inequality bounds the stimulated-emission factor
    have hB := one_add_mul_le_pow (show -2 ≤ exp (-(2 * b)) - 1 by linarith) (i + 1)
    have hpow : exp (-(2 * b * ((i : ℝ) + 1))) = (1 + (exp (-(2 * b)) - 1)) ^ (i + 1) := by
      rw [add_sub_cancel, ← exp_nat_mul]
      congr 1
      push_cast
      ring
    rw [← hpow] at hB
    push_cast at hB
    have h2 : i + 1 ≤ 2 ^ i := Nat.lt_two_pow_self
    have h2' : (i : ℝ) + 1 ≤ 2 ^ i := by exact_mod_cast h2
    have hc : ((i : ℝ) + 1) ^ 3 < exp (2 * b) ^ i := by
      calc ((i : ℝ) + 1) ^ 3 ≤ (2 ^ i) ^ 3 := pow_le_pow_left₀ (by positivity) h2' 3
        _ = (2 ^ 3) ^ i := by rw [← pow_mul, mul_comm, pow_mul]
        _ < exp (2 * b) ^ i := pow_lt_pow_left₀ (by linarith) (by norm_num) hne
    have h1 : boltz b i * ((i : ℝ) + 1) ^ 3 < 1 :=
      lt_of_lt_of_le (mul_lt_mul_of_pos_left hc (boltz_pos b i)) (boltz_mul_pow_le hb i)
    have hI0 : intensity b 0 = 1 - exp (-(2 * b)) := by simp [intensity_eq]
    have hlt : intensity b i < intensity b 0 := by
      rw [hI0, intensity_eq]
      calc ((i : ℝ) + 1) ^ 2 * boltz b i * (1 - exp (-(2 * b * ((i : ℝ) + 1))))
          ≤ ((i : ℝ) + 1) ^ 2 * boltz b i * (((i : ℝ) + 1) * (1 - exp (-(2 * b)))) :=
            mul_le_mul_of_nonneg_left (by linarith)
              (mul_nonneg (by positivity) (boltz_pos b i).le)
        _ = boltz b i * ((i : ℝ) + 1) ^ 3 * (1 - exp (-(2 * b))) := by ring
        _ < 1 * (1 - exp (-(2 * b))) := mul_lt_mul_of_pos_right h1 (by linarith)
        _ = 1 - exp (-(2 * b)) := one_mul _
    exact absurd (hi 0) (not_le_of_gt hlt)
  have hle := population_peak_le_intensity_peak hb hi hj
  exact ⟨hi0, by omega⟩

end

end RigidRotorPeaks
```

```lean
#print axioms RigidRotorPeaks.population_peak_le_intensity_peak
-- 'RigidRotorPeaks.population_peak_le_intensity_peak' depends on axioms: [propext, Classical.choice, Quot.sound]
#print axioms RigidRotorPeaks.exists_peaks
-- 'RigidRotorPeaks.exists_peaks' depends on axioms: [propext, Classical.choice, Quot.sound]
#print axioms RigidRotorPeaks.population_peak_lt_intensity_peak
-- 'RigidRotorPeaks.population_peak_lt_intensity_peak' depends on axioms: [propext, Classical.choice, Quot.sound]
#print axioms RigidRotorPeaks.peaks_eq_zero
-- 'RigidRotorPeaks.peaks_eq_zero' depends on axioms: [propext, Classical.choice, Quot.sound]
```
